# For L > S > 0, J = L − S and spin g-factor 2, the moment gJ exceeds the Hund-determinant value L − 2S by S/(J+1)

## Why does my collinear Ce³⁺ calculation miss 1/7 of a Bohr magneton?

Take one 4f electron, as in Ce³⁺, with $L=3$ and $S=1/2$. My collinear calculation puts it in the orbital with $m=3$, with its spin pointing the opposite way. The orbital part contributes 3 and the spin part $-1$, so the total moment is $2\,\mu_B$. Hund's third rule gives $J=5/2$, the Landé factor is $g=6/7$, and the saturated moment should be $gJ=15/7$. Both states have the same total projection $M=5/2$. Is the missing $1/7$ an error of my functional, and should I expect the moment to come out too small for the other light lanthanides as well?

## The missing 1/7 is the weight of a spin-flipped component

The functional need not be at fault: the determinant you describe has moment 2, whichever functional produced it. It is not the $J=5/2$ state, though. Two product states have $M=5/2$, namely $|m=3,\downarrow\rangle$ and $|m=2,\uparrow\rangle$, and the true state mixes them:

$$\psi=\sqrt{6/7}\;|3,\downarrow\rangle-\sqrt{1/7}\;|2,\uparrow\rangle .$$

The first component has moment $3-1=2$ and the second $2+1=3$. The average is $2+1/7=15/7$. For this single electron the true state is still one determinant, built from a spinor that is not purely up or down. What the collinear form excludes is the mixing of spin directions.

### Counting spin flips for general L and S

Let $L>S>0$, where $L$ is an integer and $S$ an integer or half-odd integer, and let $J=L-S$. The state with $M=J$ is

$$\psi=\sum_{k=0}^{2S}c_k\,|L,L-k\rangle|S,-S+k\rangle ,$$

where $k$ counts spin flips relative to the Hund determinant, which has all its weight at $k=0$. In Bohr magnetons, and with the overall sign from the electron charge dropped, the moment is the expectation value of $L_z+2S_z$. Component $k$ contributes

$$(L-k)+2(-S+k)=L-2S+k .$$

Each flip costs one unit of orbital projection and gains two from the spin. With $p_k=|c_k|^2$ and $\sum_k p_k=1$, the moment is therefore $L-2S+\langle k\rangle$.

A state with $M=J$ belongs to the level $J$ when $J_+\psi=0$. The component of $J_+\psi$ on $|L,L-k\rangle|S,-S+k+1\rangle$ receives one term from $S_+$ and one from $L_+$:

$$\sqrt{(k+1)(2S-k)}\,c_k+\sqrt{(k+1)(2L-k)}\,c_{k+1}=0,\qquad 0\le k<2S .$$

The two terms have equal magnitude, so

$$(k+1)(2S-k)\,p_k=(k+1)(2L-k)\,p_{k+1}.$$

Sum over $k$. On the left, the term $k=2S$ can be added because it is zero. On the right, rename $k+1$ as $k$ and add the term $k=0$, which is also zero:

$$\sum_{k=0}^{2S}(k+1)(2S-k)\,p_k=\sum_{k=0}^{2S}k(2L+1-k)\,p_k .$$

The terms in $k^2$ cancel, which leaves $2S=2(L-S+1)\langle k\rangle$, or

$$\langle k\rangle=\frac{S}{J+1}.$$

The Landé formula gives the same moment. Substituting $L=J+S$,

$$g=1+\frac{J(J+1)+S(S+1)-L(L+1)}{2J(J+1)}=1-\frac{S}{J+1},$$

and hence

$$gJ=J-S+\frac{S}{J+1}=L-2S+\frac{S}{J+1}.$$

### Too small in magnitude from 4f¹ to 4f⁵

The signed moment of the determinant always lies below $gJ$. Its magnitude is also too small if $L\ge 2S$, because then neither moment is negative. The condition $L>S$ alone does not ensure this: for $L=2$, $S=3/2$, $J=1/2$ the saturated moment is 0, while the state $|L,L\rangle|S,-S\rangle$ has $-1$. Such a term exists, but it is not the Hund ground term of a single open shell.

The Hund ground terms of $4f^n$ with $n\le5$ have $S=n/2$ and $L=n(7-n)/2$, and all satisfy $L\ge2S$:

| Shell | $L-2S$ | $S/(J+1)$ | $gJ$ |
|---|---|---|---|
| $4f^1$ | 2 | 1/7 | 15/7 |
| $4f^2$ | 3 | 1/5 | 16/5 |
| $4f^3$ | 3 | 3/11 | 36/11 |
| $4f^4$ | 2 | 2/5 | 12/5 |
| $4f^5$ | 0 | 5/7 | 5/7 |

For $4f^5$ the determinant loses the whole moment. When a computed spin-plus-orbital moment is compared with $gJ$, this gap is the difference to expect for a free ion in pure LS coupling whose collinear solution is the Hund determinant.

That last condition is the step from the model to your calculation. A self-consistent solution may have other occupations, or orbitals altered by a crystal field or hybridisation, and its moment then need not be $L-2S$.

### How the Lean statements express this

The Lean 4 file below contains the general result, the magnitude comparison and the cerium state.

- The natural numbers `l` and `s` are $2L$ and $2S$, so half-odd values need no special type. The theorems also allow odd `l`, which the algebra permits but no orbital angular momentum has. Note that `l` is not the orbital quantum number of one electron.
- `c k` is the amplitude $c_k$. Only the entries from 0 to `s` enter the moment and the normalisation.
- `moment l s c` is the weighted sum for $L_z+2S_z$. It is an expectation value when the weights sum to one.
- `raised l s c k` is the component of $J_+\psi$ written above, with the standard ladder matrix elements.
- `IsTopState l s c` says that the state is normalised and that every such component vanishes.
- `lande` and `saturatedMoment` are the textbook $g$ and $gJ$ for $J=L-S$. The spin g-factor is set to exactly 2, which leaves out the small anomalous part of the electron's moment.

The central theorem, `saturated_sub_determinant`, says that for $0<s<l$ the difference between $gJ$ and the determinant's moment is $S/(J+1)$, and that the determinant's moment is the smaller one. `moment_topState` links the Landé expression to the quantum state: every top state with $S<L$ has moment $gJ$. The strict inequality excludes $J=0$, the case of $4f^6$, where the Landé formula has a zero denominator.

`determinant_underestimates` compares magnitudes under `2 * s ≤ l`, and `magnitude_can_be_overestimated` is the example with $L=2$. `light_lanthanides` takes the Hund values of $L$ and $S$ as input and gives the gap for $n=1,\dots,5$. `cerium_witness` states that the two-component state above is a top state, with a moment $1/7$ above the determinant's.

The model works with the total $L$ and $S$ of one term and does not build them from individual electrons. That $|L,L\rangle|S,-S\rangle$ is a single determinant is a property of Hund ground terms, used here to interpret `hundDeterminant`.

```lean
import Mathlib

open Finset

namespace LanthanideMoment

noncomputable section

/-- For `J > 0`, the Landé factor with spin g-factor 2. -/
def lande (L S J : ℝ) : ℝ :=
  1 + (J * (J + 1) + S * (S + 1) - L * (L + 1)) / (2 * J * (J + 1))

/-- The saturated moment `g J` in Bohr magnetons of the level `J = L - S`, for `L > S ≥ 0`. -/
def saturatedMoment (L S : ℝ) : ℝ := (L - S) * lande L S (L - S)

/-- For `s ≤ l` and amplitudes normalized over `k ≤ s`, the expectation value of `L_z + 2 S_z` for
`L = l/2`, `S = s/2`, where `c k` is the amplitude of the product state with `M_L = L - k` and
`M_S = -S + k`. -/
def moment (l s : ℕ) (c : ℕ → ℂ) : ℝ :=
  ∑ k ∈ range (s + 1), (((l : ℝ) / 2 - k) + 2 * (-(s : ℝ) / 2 + k)) * ‖c k‖ ^ 2

/-- Component of `J₊ ψ = (L₊ + S₊) ψ` on the product state with `M_L = L - k` and
`M_S = -S + k + 1`, for `k < 2S ≤ 2L`. -/
def raised (l s : ℕ) (c : ℕ → ℂ) (k : ℕ) : ℂ :=
  (Real.sqrt (((k : ℝ) + 1) * ((s : ℝ) - k)) : ℂ) * c k
    + (Real.sqrt (((k : ℝ) + 1) * ((l : ℝ) - k)) : ℂ) * c (k + 1)

/-- For `S ≤ L`, a normalized state with `M = L - S` that is annihilated by `J₊`. -/
def IsTopState (l s : ℕ) (c : ℕ → ℂ) : Prop :=
  ∑ k ∈ range (s + 1), ‖c k‖ ^ 2 = 1 ∧ ∀ k < s, raised l s c k = 0

/-- The Hund determinant: all weight on `M_L = L`, `M_S = -S`. -/
def hundDeterminant : ℕ → ℂ
  | 0 => 1
  | _ + 1 => 0

/-- The Hund determinant carries the moment `L - 2S`. -/
theorem moment_hundDeterminant (l s : ℕ) :
    moment l s hundDeterminant = (l : ℝ) / 2 - 2 * ((s : ℝ) / 2) := by
  have h0 : hundDeterminant 0 = 1 := rfl
  have h1 : ∀ k, hundDeterminant (k + 1) = 0 := fun _ => rfl
  simp only [moment, Finset.sum_range_succ', h0, h1, norm_zero, norm_one,
    zero_pow two_ne_zero, mul_zero, Finset.sum_const_zero]
  push_cast
  ring

/-- In a top state with `J = L - S` and `S ≤ L`, the mean number of spin flips relative to
the Hund determinant is `S / (J + 1)`. -/
theorem mean_spin_flips {l s : ℕ} {c : ℕ → ℂ} (hsl : s ≤ l) (hc : IsTopState l s c) :
    ∑ k ∈ range (s + 1), (k : ℝ) * ‖c k‖ ^ 2
      = ((s : ℝ) / 2) / ((l : ℝ) / 2 - (s : ℝ) / 2 + 1) := by
  obtain ⟨hn, htop⟩ := hc
  have hsl' : (s : ℝ) ≤ l := by exact_mod_cast hsl
  -- the contributions of S₊ and L₊ cancel, so their squared norms agree
  have hbal : ∀ k ∈ range s, ((k : ℝ) + 1) * ((s : ℝ) - k) * ‖c k‖ ^ 2
      = ((k + 1 : ℕ) : ℝ) * ((l : ℝ) + 1 - ((k + 1 : ℕ) : ℝ)) * ‖c (k + 1)‖ ^ 2 := by
    intro k hk
    have hks : k < s := Finset.mem_range.mp hk
    have hk' : (k : ℝ) ≤ s := by exact_mod_cast hks.le
    have hA : 0 ≤ ((k : ℝ) + 1) * ((s : ℝ) - k) :=
      mul_nonneg (by positivity) (by linarith)
    have hB : 0 ≤ ((k : ℝ) + 1) * ((l : ℝ) - k) :=
      mul_nonneg (by positivity) (by linarith)
    have e := eq_neg_of_add_eq_zero_left (htop k hks)
    have h2 := congrArg (fun z : ℂ => ‖z‖ ^ 2) e
    simp only [norm_neg, norm_mul, mul_pow, Complex.norm_real, Real.norm_eq_abs,
      sq_abs] at h2
    rw [Real.sq_sqrt hA, Real.sq_sqrt hB] at h2
    push_cast
    linear_combination h2
  -- sum over all components and shift the index on the orbital side
  have h : ∑ k ∈ range (s + 1), ((k : ℝ) + 1) * ((s : ℝ) - k) * ‖c k‖ ^ 2
      = ∑ k ∈ range (s + 1), (k : ℝ) * ((l : ℝ) + 1 - k) * ‖c k‖ ^ 2 := by
    rw [Finset.sum_range_succ, Finset.sum_range_succ', Finset.sum_congr rfl hbal]
    rw [Nat.cast_zero]
    ring
  have hd : ((l : ℝ) - s + 2) * ∑ k ∈ range (s + 1), (k : ℝ) * ‖c k‖ ^ 2
      - (s : ℝ) * ∑ k ∈ range (s + 1), ‖c k‖ ^ 2
      = ∑ k ∈ range (s + 1), (k : ℝ) * ((l : ℝ) + 1 - k) * ‖c k‖ ^ 2
        - ∑ k ∈ range (s + 1), ((k : ℝ) + 1) * ((s : ℝ) - k) * ‖c k‖ ^ 2 := by
    rw [Finset.mul_sum, Finset.mul_sum, ← Finset.sum_sub_distrib,
      ← Finset.sum_sub_distrib]
    apply Finset.sum_congr rfl
    intro k _
    ring
  have hJ : (l : ℝ) / 2 - (s : ℝ) / 2 + 1 ≠ 0 := by linarith
  rw [eq_div_iff hJ]
  linear_combination (1 / 2) * hd - (1 / 2) * h + ((s : ℝ) / 2) * hn

/-- For `J = L - S > 0` the Landé moment `g J` equals `L - 2S + S / (J + 1)`. -/
theorem saturatedMoment_eq {L S : ℝ} (h : S < L) :
    saturatedMoment L S = L - 2 * S + S / (L - S + 1) := by
  have h1 : L - S ≠ 0 := by linarith
  have h2 : L - S + 1 ≠ 0 := by linarith
  unfold saturatedMoment lande
  field_simp
  ring

/-- For `L > S`, the expectation value of `L_z + 2 S_z` in a top state of `J = L - S` is the
Landé moment `g J`. -/
theorem moment_topState {l s : ℕ} {c : ℕ → ℂ} (hsl : s < l) (hc : IsTopState l s c) :
    moment l s c = saturatedMoment ((l : ℝ) / 2) ((s : ℝ) / 2) := by
  have hsl' : (s : ℝ) < l := by exact_mod_cast hsl
  have hm : moment l s c = ((l : ℝ) / 2 - s) * ∑ k ∈ range (s + 1), ‖c k‖ ^ 2
      + ∑ k ∈ range (s + 1), (k : ℝ) * ‖c k‖ ^ 2 := by
    rw [moment, Finset.mul_sum, ← Finset.sum_add_distrib]
    apply Finset.sum_congr rfl
    intro k _
    ring
  rw [hm, hc.1, mean_spin_flips hsl.le hc, saturatedMoment_eq (by linarith)]
  ring

/-- For `L > S > 0`, each an integer or half-odd integer, and `J = L - S`, the saturated moment
`g J` exceeds the moment of the Hund determinant by exactly `S / (J + 1)`, which is positive. -/
theorem saturated_sub_determinant {l s : ℕ} (hs : 0 < s) (hsl : s < l) :
    saturatedMoment ((l : ℝ) / 2) ((s : ℝ) / 2) - moment l s hundDeterminant
      = ((s : ℝ) / 2) / ((l : ℝ) / 2 - (s : ℝ) / 2 + 1) ∧
    moment l s hundDeterminant < saturatedMoment ((l : ℝ) / 2) ((s : ℝ) / 2) := by
  have hs' : (0 : ℝ) < s := by exact_mod_cast hs
  have hsl' : (s : ℝ) < l := by exact_mod_cast hsl
  have hJ : 0 < (l : ℝ) / 2 - (s : ℝ) / 2 + 1 := by linarith
  have hgap : saturatedMoment ((l : ℝ) / 2) ((s : ℝ) / 2) - moment l s hundDeterminant
      = ((s : ℝ) / 2) / ((l : ℝ) / 2 - (s : ℝ) / 2 + 1) := by
    rw [moment_hundDeterminant, saturatedMoment_eq (by linarith)]
    ring
  have hpos : 0 < ((s : ℝ) / 2) / ((l : ℝ) / 2 - (s : ℝ) / 2 + 1) :=
    div_pos (by linarith) hJ
  exact ⟨hgap, by linarith⟩

/-- If `S > 0` and `L ≥ 2S`, the moment of the Hund determinant is smaller in magnitude than the
saturated moment `g J` of the level `J = L - S`. -/
theorem determinant_underestimates {l s : ℕ} (hs : 0 < s) (h : 2 * s ≤ l) :
    |moment l s hundDeterminant| < |saturatedMoment ((l : ℝ) / 2) ((s : ℝ) / 2)| := by
  have h' : 2 * (s : ℝ) ≤ l := by exact_mod_cast h
  have hlt := (saturated_sub_determinant hs (by omega : s < l)).2
  have h0 : 0 ≤ moment l s hundDeterminant := by
    rw [moment_hundDeterminant]
    linarith
  rw [abs_of_nonneg h0, abs_of_pos (lt_of_le_of_lt h0 hlt)]
  exact hlt

/-- For `L = 2`, `S = 3/2` and `J = L - S = 1/2` the saturated moment vanishes, while the state with
`M_L = L`, `M_S = -S` has moment `-1`. -/
theorem magnitude_can_be_overestimated :
    saturatedMoment 2 (3 / 2) = 0 ∧ moment 4 3 hundDeterminant = -1 := by
  rw [moment_hundDeterminant]
  norm_num [saturatedMoment, lande]

/-- For `4fⁿ` with `1 ≤ n ≤ 5`, where `L = n(7-n)/2` and `S = n/2`, the determinant moment is
nonnegative and lies below `g J` by `n / (n(6-n) + 2)`. -/
theorem light_lanthanides (n : ℕ) (h1 : 1 ≤ n) (h5 : n ≤ 5) :
    0 ≤ moment (n * (7 - n)) n hundDeterminant ∧
    saturatedMoment (((n * (7 - n) : ℕ) : ℝ) / 2) ((n : ℝ) / 2)
      - moment (n * (7 - n)) n hundDeterminant = (n : ℝ) / (n * (6 - n) + 2) := by
  rw [moment_hundDeterminant]
  interval_cases n <;> norm_num [saturatedMoment, lande]

/-- Amplitudes `√6/√7` and `-1/√7` on the two product states with `L = 3`, `S = 1/2`,
`M = 5/2`. -/
def ceriumState : ℕ → ℂ
  | 0 => ((Real.sqrt 6 / Real.sqrt 7 : ℝ) : ℂ)
  | _ + 1 => -((1 / Real.sqrt 7 : ℝ) : ℂ)

/-- For Ce³⁺ (`L = 3`, `S = 1/2`) the state `ceriumState` is a top state, and its moment exceeds
that of the Hund determinant by `1/7`. -/
theorem cerium_witness : IsTopState 6 1 ceriumState ∧
    moment 6 1 ceriumState - moment 6 1 hundDeterminant = 1 / 7 := by
  have htop : IsTopState 6 1 ceriumState := by
    constructor
    · rw [Finset.sum_range_succ, Finset.sum_range_one]
      change ‖((Real.sqrt 6 / Real.sqrt 7 : ℝ) : ℂ)‖ ^ 2
        + ‖-((1 / Real.sqrt 7 : ℝ) : ℂ)‖ ^ 2 = 1
      simp only [norm_neg, Complex.norm_real, Real.norm_eq_abs, sq_abs, div_pow]
      rw [Real.sq_sqrt (show (0 : ℝ) ≤ 6 by norm_num),
        Real.sq_sqrt (show (0 : ℝ) ≤ 7 by norm_num)]
      norm_num
    · intro k hk
      obtain rfl : k = 0 := by omega
      have e1 : Real.sqrt ((((0 : ℕ) : ℝ) + 1) * (((1 : ℕ) : ℝ) - ((0 : ℕ) : ℝ))) = 1 := by
        norm_num
      have e2 : (((0 : ℕ) : ℝ) + 1) * (((6 : ℕ) : ℝ) - ((0 : ℕ) : ℝ)) = 6 := by
        norm_num
      unfold raised
      rw [e1, e2]
      change ((1 : ℝ) : ℂ) * ((Real.sqrt 6 / Real.sqrt 7 : ℝ) : ℂ)
        + (Real.sqrt 6 : ℂ) * -((1 / Real.sqrt 7 : ℝ) : ℂ) = 0
      push_cast
      ring
  refine ⟨htop, ?_⟩
  rw [moment_topState (by norm_num) htop, moment_hundDeterminant]
  norm_num [saturatedMoment, lande]

end

end LanthanideMoment
```

```lean
#print axioms LanthanideMoment.moment_hundDeterminant
-- 'LanthanideMoment.moment_hundDeterminant' depends on axioms: [propext, Classical.choice, Quot.sound]
#print axioms LanthanideMoment.determinant_underestimates
-- 'LanthanideMoment.determinant_underestimates' depends on axioms: [propext, Classical.choice, Quot.sound]
#print axioms LanthanideMoment.magnitude_can_be_overestimated
-- 'LanthanideMoment.magnitude_can_be_overestimated' depends on axioms: [propext, Classical.choice, Quot.sound]
#print axioms LanthanideMoment.light_lanthanides
-- 'LanthanideMoment.light_lanthanides' depends on axioms: [propext, Classical.choice, Quot.sound]
```

### From the ladder balance to the gap

`moment_hundDeterminant` separates the term $k=0$ from the sum. All other amplitudes are zero, and $L-2S$ remains.

`mean_spin_flips` carries out the count of spin flips in three steps:

1. `hbal` is the balance between $p_k$ and $p_{k+1}$. It moves one term of $J_+\psi=0$ to the other side and takes squared norms. The square roots disappear because their arguments are nonnegative, which is where $k<2S\le2L$ enters.
2. `h` is the summed balance. `Finset.sum_range_succ` splits off the last term on the left and `Finset.sum_range_succ'` the first term on the right. Both are zero, and the remaining sums agree by `hbal`.
3. `hd` is the cancellation of the terms in $k^2$. The final `linear_combination` joins it with `h` and the normalisation to give $\langle k\rangle=S/(J+1)$.

This lemma needs only $S\le L$, so it includes $J=0$.

`saturatedMoment_eq` is the algebra for $gJ$: `field_simp` clears the denominators $J$ and $J+1$, and `ring` checks the resulting identity. In `moment_topState`, the auxiliary equation `hm` splits the moment into $L-2S$ times the total weight plus $\langle k\rangle$. Inserting the normalisation and the mean number of flips gives the Landé expression.

For `saturated_sub_determinant`, the two closed forms are subtracted, and the sign follows because $S$ and $J+1$ are positive. `determinant_underestimates` adds that the determinant's moment is nonnegative when $L\ge2S$, so the absolute values can be removed.

The proof of `light_lanthanides` evaluates the five values of $n$ separately. For cerium, the weights $6/7$ and $1/7$ sum to one, and the single condition from $J_+\psi=0$ reads $\sqrt6/\sqrt7-\sqrt6/\sqrt7=0$. The gap of $1/7$ then follows from `moment_topState`.
